# Hartree's equation for the radial screening function of a continuous source

## Does the Coulomb integral satisfy the equation a program integrates?

If an atomic SCF program gets its electron repulsion from a differential equation with a wrong coefficient or boundary value, it can converge without complaint to the potential of some other charge distribution. I would like to rule that out for Hartree's screening function. Let f be a radial source, typically a product of two radial orbitals P = r × (radial wavefunction), continuous on [0,R], and let k = 0, 1, 2, … be the multipole order. For 0 < r < R define

Y(r) = r^(−k) ∫₀^r s^k f(s) ds + r^(k+1) ∫_r^R s^(−k−1) f(s) ds.

The claim is that

Y″ = k(k+1) Y/r² − (2k+1) f/r.

Can this be derived rigorously, with f only continuous, and checked by machine?

## Yes: the source cancels from Y′, so Y can be differentiated twice

Write M(r) for the first integral, N(r) for the second, and Z = M/r^k, so that Y = Z + r^(k+1) N. Splitting the integral at s = r shows that Y is r times the integral of f against the radial multipole kernel of the Coulomb interaction:

r ∫₀^R min(r,s)^k / max(r,s)^(k+1) f(s) ds = r [M/r^(k+1) + r^k N] = Y.

The fundamental theorem of calculus gives M′ = r^k f and N′ = −f/r^(k+1). Hence

Z′ = f − kZ/r,

Y′ = (f − kZ/r) + (k+1) r^k N − f.

The two source terms cancel. Since r^(k+1) N = Y − Z, what remains is

Y′ = [(k+1)Y − (2k+1)Z]/r.

No f appears on the right, so a second derivative exists even where f has a kink. Differentiating rY′ = (k+1)Y − (2k+1)Z gives

rY″ = kY′ − (2k+1)Z′

= k[(k+1)Y − (2k+1)Z]/r − (2k+1)f + k(2k+1)Z/r

= k(k+1)Y/r − (2k+1)f,

and division by r gives Hartree's equation.

How far does the equation determine Y? The difference w between a solution and Y obeys w″ = k(k+1)w/r². Two combinations are then constant:

a = (rw′ + kw)/r^(k+1),  b = r^k [rw′ − (k+1)w].

Indeed, the numerator of a has derivative (k+1)/r times itself, and the bracket in b has derivative −k/r times itself. Eliminating w′ gives

w = A r^(k+1) + B r^(−k),  A = a/(2k+1),  B = −b/(2k+1).

Here is the complete Lean file.

```lean
import Mathlib

open Set MeasureTheory

namespace HartreeScreening

noncomputable section

/-- The inner moment of order `k` of a radial source `f`: the integral of `s^k f(s)` from `0`
to `r`. -/
def innerMoment (k : ℕ) (f : ℝ → ℝ) (r : ℝ) : ℝ := ∫ s in (0 : ℝ)..r, s ^ k * f s

/-- The outer moment of order `k` of a radial source `f`: the integral of `f(s) / s^(k+1)` from
`r` to `R`, for `0 < r ≤ R`. -/
def outerMoment (k : ℕ) (f : ℝ → ℝ) (R r : ℝ) : ℝ := ∫ s in r..R, f s / s ^ (k + 1)

/-- Hartree's function `Z(r)`, the inner moment divided by `r^k`, for `r > 0`. -/
def hartreeZ (k : ℕ) (f : ℝ → ℝ) (r : ℝ) : ℝ := innerMoment k f r / r ^ k

/-- Hartree's screening function `Y(r)` for a source in a sphere of radius `R`, for
`0 < r ≤ R`. -/
def hartreeY (k : ℕ) (f : ℝ → ℝ) (R r : ℝ) : ℝ :=
  hartreeZ k f r + r ^ (k + 1) * outerMoment k f R r

variable {k : ℕ} {f : ℝ → ℝ} {R r : ℝ}

/-- The screening function is `r` times the integral of the source against the radial multipole
kernel `r_<^k / r_>^(k+1)` of the Coulomb interaction. -/
theorem hartreeY_eq_multipole_integral (hf : ContinuousOn f (Icc 0 R)) (h0 : 0 < r)
    (hR : r ≤ R) :
    hartreeY k f R r = r * ∫ s in (0 : ℝ)..R, min r s ^ k / max r s ^ (k + 1) * f s := by
  have hK : ContinuousOn (fun s => min r s ^ k / max r s ^ (k + 1) * f s) (Icc 0 R) :=
    (((continuous_const.min continuous_id').pow k).continuousOn.div
      ((continuous_const.max continuous_id').pow (k + 1)).continuousOn
      (fun s _ => pow_ne_zero _ (lt_max_of_lt_left h0).ne')).mul hf
  have h1 : IntervalIntegrable (fun s => min r s ^ k / max r s ^ (k + 1) * f s) volume 0 r := by
    apply ContinuousOn.intervalIntegrable
    rw [uIcc_of_le h0.le]
    exact hK.mono (Icc_subset_Icc le_rfl hR)
  have h2 : IntervalIntegrable (fun s => min r s ^ k / max r s ^ (k + 1) * f s) volume r R := by
    apply ContinuousOn.intervalIntegrable
    rw [uIcc_of_le hR]
    exact hK.mono (Icc_subset_Icc h0.le le_rfl)
  -- inside `r` the smaller radius is `s`, outside it is `r`
  have e1 : ∫ s in (0 : ℝ)..r, min r s ^ k / max r s ^ (k + 1) * f s
      = innerMoment k f r / r ^ (k + 1) := by
    rw [innerMoment, ← intervalIntegral.integral_div]
    apply intervalIntegral.integral_congr
    intro s hs
    rw [uIcc_of_le h0.le] at hs
    simp only [min_eq_right hs.2, max_eq_left hs.2]
    ring
  have e2 : ∫ s in r..R, min r s ^ k / max r s ^ (k + 1) * f s
      = r ^ k * outerMoment k f R r := by
    rw [outerMoment, ← intervalIntegral.integral_const_mul]
    apply intervalIntegral.integral_congr
    intro s hs
    rw [uIcc_of_le hR] at hs
    simp only [min_eq_left hs.1, max_eq_right hs.1]
    ring
  rw [← intervalIntegral.integral_add_adjacent_intervals h1 h2, e1, e2, hartreeY, hartreeZ]
  field_simp
  ring

/-- The derivative of the power `r^n` away from the origin, written as `n r^n / r`. -/
private lemma hasDerivAt_power (n : ℕ) (h : r ≠ 0) :
    HasDerivAt (fun x : ℝ => x ^ n) (n * r ^ n / r) r := by
  refine (hasDerivAt_pow n r).congr_deriv ?_
  cases n with
  | zero => simp
  | succ m =>
    rw [Nat.add_sub_cancel, pow_succ]
    field_simp

/-- The outer moment changes with radius at the rate `-f(r) / r^(k+1)`. -/
theorem outerMoment_hasDerivAt (hf : ContinuousOn f (Icc 0 R)) (h0 : 0 < r) (hR : r < R) :
    HasDerivAt (outerMoment k f R) (-(f r / r ^ (k + 1))) r := by
  have hg : ContinuousOn (fun s => f s / s ^ (k + 1)) (Ioc 0 R) :=
    (hf.mono Ioc_subset_Icc_self).div (continuous_pow (k + 1)).continuousOn
      (fun s hs => pow_ne_zero _ hs.1.ne')
  have h1 : IntervalIntegrable (fun s => f s / s ^ (k + 1)) volume r R := by
    apply ContinuousOn.intervalIntegrable
    rw [uIcc_of_le hR.le]
    exact hg.mono (fun s hs => ⟨h0.trans_le hs.1, hs.2⟩)
  exact intervalIntegral.integral_hasDerivAt_left h1
    ((hg.mono Ioo_subset_Ioc_self).stronglyMeasurableAtFilter isOpen_Ioo r ⟨h0, hR⟩)
    (hg.continuousAt (Ioc_mem_nhds h0 hR))

/-- The first-order equation for Hartree's `Z`: `Z' = f - k Z / r`. -/
theorem hartreeZ_hasDerivAt (hf : ContinuousOn f (Icc 0 R)) (h0 : 0 < r) (hR : r < R) :
    HasDerivAt (hartreeZ k f) (f r - k * hartreeZ k f r / r) r := by
  have hg : ContinuousOn (fun s => s ^ k * f s) (Icc 0 R) :=
    (continuous_pow k).continuousOn.mul hf
  have h1 : IntervalIntegrable (fun s => s ^ k * f s) volume 0 r := by
    apply ContinuousOn.intervalIntegrable
    rw [uIcc_of_le h0.le]
    exact hg.mono (Icc_subset_Icc le_rfl hR.le)
  have hI : HasDerivAt (innerMoment k f) (r ^ k * f r) r :=
    intervalIntegral.integral_hasDerivAt_right h1
      ((hg.mono Ioo_subset_Icc_self).stronglyMeasurableAtFilter isOpen_Ioo r ⟨h0, hR⟩)
      (hg.continuousAt (Icc_mem_nhds h0 hR))
  refine (hI.fun_div (hasDerivAt_power k h0.ne') (pow_ne_zero k h0.ne')).congr_deriv ?_
  simp only [hartreeZ]
  field_simp

/-- The first-order equation for the screening function: `Y' = ((k+1) Y - (2k+1) Z) / r`. -/
theorem hartreeY_hasDerivAt (hf : ContinuousOn f (Icc 0 R)) (h0 : 0 < r) (hR : r < R) :
    HasDerivAt (hartreeY k f R)
      (((k + 1) * hartreeY k f R r - (2 * k + 1) * hartreeZ k f r) / r) r := by
  -- the two source terms cancel
  refine ((hartreeZ_hasDerivAt hf h0 hR).fun_add
    ((hasDerivAt_power (k + 1) h0.ne').fun_mul (outerMoment_hasDerivAt hf h0 hR))).congr_deriv ?_
  simp only [hartreeY]
  push_cast
  field_simp
  ring

/-- At the outer radius `R` the functions `Y` and `Z` coincide. -/
theorem hartreeY_at_boundary : hartreeY k f R R = hartreeZ k f R := by
  simp [hartreeY, outerMoment]

/-- Hartree's equation for the radial screening function:
`Y'' = k(k+1) Y / r^2 - (2k+1) f / r` for `0 < r < R`. -/
theorem hartree_equation (hf : ContinuousOn f (Icc 0 R)) (h0 : 0 < r) (hR : r < R) :
    HasDerivAt (deriv (hartreeY k f R))
      (k * (k + 1) * hartreeY k f R r / r ^ 2 - (2 * k + 1) * f r / r) r := by
  have hd : HasDerivAt
      (fun x => ((k + 1) * hartreeY k f R x - (2 * k + 1) * hartreeZ k f x) / x)
      (k * (k + 1) * hartreeY k f R r / r ^ 2 - (2 * k + 1) * f r / r) r := by
    refine ((((hartreeY_hasDerivAt hf h0 hR).const_mul ((k : ℝ) + 1)).fun_sub
      ((hartreeZ_hasDerivAt hf h0 hR).const_mul (2 * (k : ℝ) + 1))).fun_div
      (hasDerivAt_id' r) h0.ne').congr_deriv ?_
    field_simp
    ring
  refine hd.congr_of_eventuallyEq ?_
  filter_upwards [Ioo_mem_nhds h0 hR] with x hx
  exact (hartreeY_hasDerivAt hf hx.1 hx.2).deriv

/-- Every solution `w`, with slope `v`, of the source-free equation `w'' = k(k+1) w / r^2` on
`(0,R)` is a combination of `r^(k+1)` and `r^(-k)`. -/
theorem source_free_solution {w v : ℝ → ℝ} (hR : 0 < R)
    (hw : ∀ x ∈ Ioo 0 R, HasDerivAt w (v x) x)
    (hv : ∀ x ∈ Ioo 0 R, HasDerivAt v (k * (k + 1) * w x / x ^ 2) x) :
    ∃ A B : ℝ, ∀ x ∈ Ioo 0 R, w x = A * x ^ (k + 1) + B / x ^ k := by
  have const : ∀ g : ℝ → ℝ, (∀ x ∈ Ioo 0 R, HasDerivAt g 0 x) →
      ∃ a, ∀ x ∈ Ioo 0 R, g x = a := by
    intro g hg
    refine ⟨g (R / 2), fun x hx => ?_⟩
    have hc : R / 2 ∈ Ioo 0 R := ⟨by linarith, by linarith⟩
    have h := Convex.norm_image_sub_le_of_norm_hasDerivWithin_le (f := g) (f' := fun _ => 0)
      (C := 0) (fun y hy => (hg y hy).hasDerivWithinAt) (fun y _ => by simp)
      (convex_Ioo 0 R) hc hx
    rw [zero_mul] at h
    exact sub_eq_zero.mp (norm_le_zero_iff.mp h)
  -- two conserved combinations of `w` and its slope
  obtain ⟨a, ha⟩ : ∃ a, ∀ x ∈ Ioo 0 R, (x * v x + k * w x) / x ^ (k + 1) = a := by
    refine const (fun x => (x * v x + k * w x) / x ^ (k + 1)) (fun x hx => ?_)
    have hx0 : x ≠ 0 := hx.1.ne'
    refine ((((hasDerivAt_id' x).fun_mul (hv x hx)).fun_add
      ((hw x hx).const_mul (k : ℝ))).fun_div (hasDerivAt_power (k + 1) hx0)
      (pow_ne_zero _ hx0)).congr_deriv ?_
    push_cast
    field_simp
    ring
  obtain ⟨b, hb⟩ : ∃ b, ∀ x ∈ Ioo 0 R, x ^ k * (x * v x - (k + 1) * w x) = b := by
    refine const (fun x => x ^ k * (x * v x - (k + 1) * w x)) (fun x hx => ?_)
    have hx0 : x ≠ 0 := hx.1.ne'
    refine ((hasDerivAt_power k hx0).fun_mul (((hasDerivAt_id' x).fun_mul (hv x hx)).fun_sub
      ((hw x hx).const_mul ((k : ℝ) + 1)))).congr_deriv ?_
    field_simp
    ring
  refine ⟨a / (2 * k + 1), -b / (2 * k + 1), fun x hx => ?_⟩
  have hx0 : x ≠ 0 := hx.1.ne'
  have hk : (2 * (k : ℝ) + 1) ≠ 0 := by positivity
  rw [← ha x hx, ← hb x hx]
  field_simp
  ring

/-- Every solution `u`, with slope `v`, of Hartree's equation on `(0,R)` is the screening
function plus a combination of `r^(k+1)` and `r^(-k)`. -/
theorem hartree_general_solution {u v : ℝ → ℝ} (hR : 0 < R) (hf : ContinuousOn f (Icc 0 R))
    (hu : ∀ x ∈ Ioo 0 R, HasDerivAt u (v x) x)
    (hv : ∀ x ∈ Ioo 0 R,
      HasDerivAt v (k * (k + 1) * u x / x ^ 2 - (2 * k + 1) * f x / x) x) :
    ∃ A B : ℝ, ∀ x ∈ Ioo 0 R,
      u x = hartreeY k f R x + A * x ^ (k + 1) + B / x ^ k := by
  -- the difference from the screening function obeys the source-free equation
  obtain ⟨A, B, h⟩ := source_free_solution (k := k) (w := fun x => u x - hartreeY k f R x)
    (v := fun x => v x - deriv (hartreeY k f R) x) hR
    (fun x hx => (hu x hx).fun_sub
      (hartreeY_hasDerivAt hf hx.1 hx.2).differentiableAt.hasDerivAt)
    (fun x hx => ((hv x hx).fun_sub (hartree_equation hf hx.1 hx.2)).congr_deriv (by ring))
  refine ⟨A, B, fun x hx => ?_⟩
  have hx' : u x - hartreeY k f R x = A * x ^ (k + 1) + B / x ^ k := h x hx
  linarith

end

end HartreeScreening
```

```lean
#print axioms HartreeScreening.hartreeY_eq_multipole_integral
#print axioms HartreeScreening.hartreeY_at_boundary
#print axioms HartreeScreening.hartree_equation
#print axioms HartreeScreening.hartree_general_solution
```

```
'HartreeScreening.hartreeY_eq_multipole_integral' depends on axioms: [propext, Classical.choice, Quot.sound]
'HartreeScreening.hartreeY_at_boundary' depends on axioms: [propext, Classical.choice, Quot.sound]
'HartreeScreening.hartree_equation' depends on axioms: [propext, Classical.choice, Quot.sound]
'HartreeScreening.hartree_general_solution' depends on axioms: [propext, Classical.choice, Quot.sound]
```

### What the Lean statements say about the atom

The source is a function `f : ℝ → ℝ` with `ContinuousOn f (Icc 0 R)`, and `k : ℕ` is the multipole order. M, N, Z and Y are `innerMoment`, `outerMoment`, `hartreeZ` and `hartreeY`. The continuity hypothesis stands for a source built from well-behaved radial orbitals, and R for a radius beyond which the source is neglected.

`hartree_equation` says that, for 0 < r < R, the function `deriv (hartreeY k f R)` has the stated right-hand side as its derivative at r. Lean's `deriv` returns 0 where no derivative exists, so it matters that `hartreeY_hasDerivAt` separately proves Y differentiable. `hartree_general_solution` takes any u with slope v that solves the equation on (0,R) and produces constants A and B with u = Y + A r^(k+1) + B/r^k.

In electronic structure, these are the radial integrals behind the direct and exchange terms of atomic Hartree–Fock theory, treated here for one given source on a finite interval. The angular coefficients, the orbitals themselves and the convergence of the SCF cycle are not modelled.

### How the proof follows the calculation

`hartreeY_eq_multipole_integral` splits the kernel integral at r and replaces `min` and `max` by the appropriate radius on each side. `outerMoment_hasDerivAt` applies the fundamental theorem at a lower limit, which produces the minus sign. `hartreeZ_hasDerivAt` applies it at an upper limit and then uses the quotient rule.

In `hartreeY_hasDerivAt` the sum and product rules give the derivative, and `field_simp` and `ring` carry out the cancellation of f. `hartree_equation` differentiates the resulting formula for Y′ as a quotient. Because that formula equals `deriv (hartreeY k f R)` throughout (0,R), and not only at r, `congr_of_eventuallyEq` transfers the result.

In `source_free_solution`, the local statement `const` uses a mean value inequality to show that a function with zero derivative on (0,R) is constant. It is applied to a and b, and algebra recovers w. `hartree_general_solution` applies this to u − Y.

### In a radial code, and for other kernels

A program can integrate the first-order pair: Z′ outward from Z = 0 at the origin, then Y′ inward from Y(R) = Z(R), the boundary value given by `hartreeY_at_boundary`. These directions are favourable: an error in Z propagates as r^(−k), which does not grow outward, and an error in Y as r^(k+1), which shrinks inward. Integrating Y/r against a second orbital product then gives a Slater integral.

The same cancellation works for other radial kernels, though the file treats only the Coulomb powers. Let p and q solve w″ = Q(r)w, with constant W = p′q − pq′, and let g be a continuous source for which the integrals converge. Then

Y = q ∫₀^r p g ds + p ∫_r^R q g ds

satisfies Y″ = QY − Wg. Hartree's case is p = r^(k+1), q = r^(−k), g = f/r and W = 2k+1.
